# Linear response with a Hubbard correction: $-\chi_U^{-1} = -\chi^{-1} - \mathrm{diag}(u)$ in a stable quadratic occupation model

## Shifting a potential and watching the occupations

In an electronic-structure calculation with localised orbitals one can shift the potential on one orbital and record how the occupations of all orbitals change. The resulting response matrix measures, through its inverse, how strongly the energy is curved in the occupations, and the linear-response determination of a Hubbard $U$ starts from that curvature. Suppose the functional already contains a Hubbard correction and the response is computed again. The correction is itself curved in the occupations, so the recomputed inverse response differs from the original one. For an energy that is exactly quadratic in finitely many unconstrained occupations, with positive definite curvature both before and after the correction, minus the inverse response changes by exactly minus the applied $U$.

## The model energy

Let $x \in \mathbb{R}^d$ collect the occupations $x_i$, let $K$ be a real symmetric $d \times d$ matrix, and let $u, a \in \mathbb{R}^d$. The energy is
$$E(x) = \tfrac12\, x\cdot Kx + \sum_i \tfrac{u_i}{2}\, x_i(1-x_i) + a\cdot x .$$
The matrix $K$ is postulated: it stands for the curvature of the uncorrected energy in the occupations, with all other degrees of freedom relaxed. The middle term is the Hubbard correction with strength $u_i$ on orbital $i$; it vanishes at $x_i = 0$ and $x_i = 1$ and, for $u_i > 0$, penalises fractional occupation in between. The vector $a$ holds the applied potential shifts together with any linear term of the uncorrected energy. Write $D = \mathrm{diag}(u)$ and $A = K - D$. Positive definiteness of $A$ is the stability condition: $v\cdot Kv > v\cdot Dv$ for every $v \neq 0$, so the total curvature stays strictly positive in every direction after the curvature $-D$ of the correction is added to $K$.

## The minimiser

Expanding $x_i(1-x_i) = x_i - x_i^2$ turns the correction into $\tfrac12 u\cdot x - \tfrac12 x\cdot Dx$, so
$$E(x) = \tfrac12\, x\cdot Ax + b\cdot x, \qquad b = a + \tfrac12 u .$$
Displace $x$ by a vector $v$. Since $A$ is symmetric, $x\cdot Av = v\cdot Ax$, and the expansion terminates:
$$E(x+v) = E(x) + v\cdot(Ax + b) + \tfrac12\, v\cdot Av .$$
If $A$ is positive definite it is invertible, and at $x^* = -A^{-1}(a + u/2)$ the gradient $Ax^* + b$ vanishes. Then $E(x^*+v) - E(x^*) = \tfrac12 v\cdot Av > 0$ for every $v \neq 0$, so $x^*$ is the only minimiser.

The converse also holds. Let $x$ be the only minimiser and $v \ne 0$. Adding the expansions for $v$ and $-v$ cancels the gradient term:
$$E(x+v) + E(x-v) - 2E(x) = v\cdot Av .$$
Here $E(x-v) \ge E(x)$ by minimality, and $E(x+v) > E(x)$ because otherwise $x+v$ would be a second minimiser. Hence $v\cdot Av > 0$.

## The response and its inverse

Let $A$ be positive definite, let $N(a)$ be the minimising occupations at shift $a$, let $e_j$ be the unit vector of orbital $j$, and define the response matrix $R$ by
$$R_{ij} = \frac{d}{dt}\, N_i(a + t e_j)\Big|_{t=0} .$$
By uniqueness $N(a) = x^*(a)$, which is affine in $a$: $N_i(a + te_j) = x^*_i(a) - (A^{-1})_{ij}\, t$. Therefore $R = -A^{-1}$ at every $a$. Write $\chi_U$ for this matrix at the given $u$ and $\chi$ for the response at $u = 0$, which requires $K$ positive definite. Then $-\chi^{-1} = K$ and $-\chi_U^{-1} = K - D$, so
$$-\chi_U^{-1} = -\chi^{-1} - D .$$
The quantity from which $D$ is subtracted is $-\chi^{-1}$, the positive curvature; $\chi^{-1}$ itself changes by $+D$. Using $\chi(-K) = 1$, $-K = -(K-D) - D$ and $-(K-D)\chi_U = 1$,
$$\chi_U = \chi(-K)\chi_U = \chi\,[-(K-D)\chi_U] - \chi D\chi_U = \chi - \chi D \chi_U ,$$
a Dyson-type equation. For one orbital with $K = k > 0$ and $k > u$ this reads $\chi = -1/k$ and $\chi_U = -1/(k-u)$.

In this finite, exactly quadratic model with $K$ independent of $u$, a curvature extracted from a calculation that already carries $U$ is the residual $K - D$, and the applied $D$ must be added back to recover $K$.

## How the objects appear in Lean

Orbitals are labelled by a finite type `n` with $d$ elements, and vectors are functions `n → ℝ`. The definitions `hubbard`, `energy`, `curvature` and `groundState` are the correction, $E$, $A$ and $x^*$. `IsMinimiser K u a x` says $E(x) \le E(y)$ for all real vectors $y$. `IsResponse N a χ` says that for all `i j` the function $t \mapsto N_i(a + te_j)$ has derivative `χ i j` at $t=0$, where `Pi.single j t` is $te_j$; the row index is the responding occupation and the column index the shifted potential. The map `N` is constrained only by `∀ b, IsMinimiser K u b (N b)`, so $\chi$ comes from the variational problem and is not defined as an inverse. In `isResponse_iff` and `inverse_response` the letter `χ` is the response at the given `u`, written $\chi_U$ above; in `recomputed_response` it is the response at $u = 0$, and `χU` is the one at `u`.

The theorems state the following. `isMinimiser_iff`: if $A$ is positive definite, $x$ minimises $E$ exactly when $x = x^*$. Mathlib's `PosDef` includes symmetry, so no separate hypothesis on $K$ is needed. `existsUnique_minimiser_iff`: for symmetric $K$, exactly one minimiser exists if and only if $A$ is positive definite. `isResponse_iff`: if $A$ is positive definite and `N` minimises $E$ at every shift, $\chi$ is the response of `N` at $a$ exactly when $\chi = -A^{-1}$. `inverse_response`: under the same hypotheses, any such response satisfies $\chi\,(-(K-D)) = 1$ and $-\chi^{-1} = K - D$; the first equation shows that $\chi$ is invertible, so `χ⁻¹` is a true inverse and not Lean's default value for a singular matrix. `recomputed_response`: with $K$ and $K-D$ both positive definite, the two comparison formulas hold, even when the responses are taken at different shifts `a` and `a'`.

The $u_i$ may have either sign. The occupations range over all of $\mathbb{R}^d$, with no bound $0 \le x_i \le 1$ and no fixed total, so $x^*$ may lie outside the physical range. Only diagonal occupations enter, not an occupation matrix, and the quadratic form of the energy, with $K$ unchanged by the correction, is assumed and not derived from a density functional.

## The Lean file

```lean
import Mathlib

open Matrix

namespace HubbardLinearResponse

noncomputable section

variable {n : Type*} [Fintype n] [DecidableEq n]

/-- The Hubbard correction `∑ᵢ (uᵢ/2) xᵢ (1 - xᵢ)` of the occupations `x`. -/
def hubbard (u x : n → ℝ) : ℝ := ∑ i, u i / 2 * x i * (1 - x i)

/-- The corrected energy `½ x·Kx + ∑ᵢ (uᵢ/2) xᵢ (1 - xᵢ) + a·x` with potential shifts `a`. -/
def energy (K : Matrix n n ℝ) (u a x : n → ℝ) : ℝ :=
  1 / 2 * (x ⬝ᵥ K *ᵥ x) + hubbard u x + a ⬝ᵥ x

/-- The matrix `K - diag(u)`. -/
def curvature (K : Matrix n n ℝ) (u : n → ℝ) : Matrix n n ℝ := K - diagonal u

/-- The occupations `-(K - diag(u))⁻¹ (a + u/2)`. -/
def groundState (K : Matrix n n ℝ) (u a : n → ℝ) : n → ℝ :=
  -((curvature K u)⁻¹ *ᵥ (a + (1 / 2 : ℝ) • u))

/-- The occupations `x` minimise the corrected energy over all real vectors. -/
def IsMinimiser (K : Matrix n n ℝ) (u a x : n → ℝ) : Prop :=
  ∀ y, energy K u a x ≤ energy K u a y

/-- `χ` is the response matrix at `a` of the occupations `N`: the entry `χ i j` is the
derivative of occupation `i` with respect to the potential shift `j`. -/
def IsResponse (N : (n → ℝ) → n → ℝ) (a : n → ℝ) (χ : Matrix n n ℝ) : Prop :=
  ∀ i j, HasDerivAt (fun t : ℝ => N (a + (Pi.single j t : n → ℝ)) i) (χ i j) 0

/-- The corrected energy equals `½ x·(K - D)x + (a + u/2)·x` with `D = diag(u)`. -/
theorem energy_eq (K : Matrix n n ℝ) (u a x : n → ℝ) :
    energy K u a x
      = 1 / 2 * (x ⬝ᵥ curvature K u *ᵥ x) + (a + (1 / 2 : ℝ) • u) ⬝ᵥ x := by
  have h : hubbard u x = 1 / 2 * (u ⬝ᵥ x) - 1 / 2 * (x ⬝ᵥ diagonal u *ᵥ x) := by
    simp only [hubbard, dotProduct, mulVec_diagonal, Finset.mul_sum, ← Finset.sum_sub_distrib]
    exact Finset.sum_congr rfl fun i _ => by ring
  rw [energy, h, curvature, sub_mulVec, dotProduct_sub, add_dotProduct, smul_dotProduct,
    smul_eq_mul]
  ring

/-- For symmetric `K - D`, displacing the occupations by `v` changes the energy by exactly
`v·((K - D)x + a + u/2) + ½ v·(K - D)v`. -/
theorem energy_add {K : Matrix n n ℝ} {u : n → ℝ} (hA : (curvature K u).IsSymm)
    (a x v : n → ℝ) :
    energy K u a (x + v) = energy K u a x
      + v ⬝ᵥ (curvature K u *ᵥ x + (a + (1 / 2 : ℝ) • u))
      + 1 / 2 * (v ⬝ᵥ curvature K u *ᵥ v) := by
  have hs : x ⬝ᵥ curvature K u *ᵥ v = v ⬝ᵥ curvature K u *ᵥ x := by
    rw [dotProduct_mulVec, ← mulVec_transpose, hA.eq, dotProduct_comm]
  rw [energy_eq, energy_eq]
  generalize a + (1 / 2 : ℝ) • u = b
  have hb : v ⬝ᵥ b = b ⬝ᵥ v := dotProduct_comm _ _
  simp only [mulVec_add, dotProduct_add, add_dotProduct]
  rw [hs, hb]
  ring

/-- If `K - D` is positive definite, `x` minimises the corrected energy exactly when
`x = -(K - D)⁻¹ (a + u/2)`. -/
theorem isMinimiser_iff {K : Matrix n n ℝ} {u : n → ℝ} (h : (curvature K u).PosDef)
    (a x : n → ℝ) : IsMinimiser K u a x ↔ x = groundState K u a := by
  have hdet : IsUnit (curvature K u).det := (isUnit_iff_isUnit_det _).1 h.isUnit
  have hA : (curvature K u).IsSymm := by
    have h1 : (curvature K u)ᴴ = curvature K u := h.1
    rwa [conjTranspose_eq_transpose_of_trivial] at h1
  -- the gradient vanishes at the candidate
  have hg : curvature K u *ᵥ groundState K u a + (a + (1 / 2 : ℝ) • u) = 0 := by
    rw [groundState, mulVec_neg, mulVec_mulVec, mul_nonsing_inv _ hdet, one_mulVec,
      neg_add_cancel]
  -- every other point lies strictly higher
  have hlt : ∀ y, y ≠ groundState K u a →
      energy K u a (groundState K u a) < energy K u a y := by
    intro y hy
    have hp : 0 < (y - groundState K u a) ⬝ᵥ curvature K u *ᵥ (y - groundState K u a) := by
      simpa only [star_trivial] using h.dotProduct_mulVec_pos (sub_ne_zero.2 hy)
    have he := energy_add hA a (groundState K u a) (y - groundState K u a)
    rw [hg, dotProduct_zero, add_sub_cancel] at he
    linarith
  constructor
  · intro hx
    by_contra hne
    exact absurd (hlt x hne) (not_lt_of_ge (hx _))
  · intro hx y
    rw [hx]
    by_cases hy : y = groundState K u a
    · rw [hy]
    · exact (hlt y hy).le

/-- For symmetric `K`, the corrected energy has exactly one minimiser if and only if
`K - D` is positive definite. -/
theorem existsUnique_minimiser_iff {K : Matrix n n ℝ} (hK : K.IsSymm) (u a : n → ℝ) :
    (∃! x, IsMinimiser K u a x) ↔ (curvature K u).PosDef := by
  constructor
  · rintro ⟨x, hx, huniq⟩
    have hA : (curvature K u).IsSymm := by
      show (K - diagonal u)ᵀ = K - diagonal u
      rw [transpose_sub, diagonal_transpose, hK.eq]
    refine posDef_iff_dotProduct_mulVec.2 ⟨?_, ?_⟩
    · show (curvature K u)ᴴ = curvature K u
      rw [conjTranspose_eq_transpose_of_trivial]
      exact hA
    · intro v hv
      -- the second difference of the energy along `v` is `v·(K - D)v`
      have h1 := energy_add hA a x v
      have h2 := energy_add hA a x (-v)
      simp only [mulVec_neg, neg_dotProduct, dotProduct_neg, neg_neg] at h2
      have h3 := hx (x + -v)
      have h4 : energy K u a x < energy K u a (x + v) := by
        by_contra hle
        have hmin : IsMinimiser K u a (x + v) := fun y => (not_lt.1 hle).trans (hx y)
        have h5 : x + v = x := huniq _ hmin
        exact hv (by simpa using h5)
      rw [star_trivial]
      linarith
  · intro h
    exact ⟨groundState K u a, (isMinimiser_iff h a _).2 rfl,
      fun y hy => (isMinimiser_iff h a y).1 hy⟩

/-- If `K - D` is positive definite and `N` assigns minimising occupations to every potential
shift, then `χ` is the response matrix of `N` at `a` exactly when `χ = -(K - D)⁻¹`. -/
theorem isResponse_iff {K : Matrix n n ℝ} {u : n → ℝ} (h : (curvature K u).PosDef)
    {N : (n → ℝ) → n → ℝ} (hN : ∀ b, IsMinimiser K u b (N b)) (a : n → ℝ)
    (χ : Matrix n n ℝ) : IsResponse N a χ ↔ χ = -(curvature K u)⁻¹ := by
  have key : IsResponse N a (-(curvature K u)⁻¹) := by
    intro i j
    -- the minimiser is affine in the potential shift
    have hf : (fun t : ℝ => N (a + (Pi.single j t : n → ℝ)) i)
        = fun t : ℝ => groundState K u a i + (-(curvature K u)⁻¹) i j * t := by
      funext t
      have hs : ((curvature K u)⁻¹ *ᵥ (Pi.single j t : n → ℝ)) i
          = (curvature K u)⁻¹ i j * t := by
        simp [mulVec, dotProduct, Pi.single_apply]
      rw [(isMinimiser_iff h _ _).1 (hN _), groundState, groundState, add_right_comm,
        mulVec_add, Pi.neg_apply, Pi.add_apply, hs, Pi.neg_apply, Matrix.neg_apply]
      ring
    rw [hf]
    exact (((hasDerivAt_id' (0 : ℝ)).const_mul _).const_add _).congr_deriv (mul_one _)
  constructor
  · intro hχ
    ext i j
    exact (hχ i j).unique (key i j)
  · rintro rfl
    exact key

/-- If `K - D` is positive definite and `N` assigns minimising occupations to every potential shift,
then a response matrix `χ` of `N` at `a` satisfies `χ (-(K - D)) = 1` and `-χ⁻¹ = K - D`. -/
theorem inverse_response {K : Matrix n n ℝ} {u : n → ℝ} (h : (curvature K u).PosDef)
    {N : (n → ℝ) → n → ℝ} (hN : ∀ b, IsMinimiser K u b (N b)) {a : n → ℝ}
    {χ : Matrix n n ℝ} (hχ : IsResponse N a χ) :
    χ * (-(K - diagonal u)) = 1 ∧ -χ⁻¹ = K - diagonal u := by
  have hdet : IsUnit (curvature K u).det := (isUnit_iff_isUnit_det _).1 h.isUnit
  have h1 : χ * (-(curvature K u)) = 1 := by
    rw [(isResponse_iff h hN a χ).1 hχ, neg_mul_neg, nonsing_inv_mul _ hdet]
  refine ⟨h1, ?_⟩
  rw [inv_eq_right_inv h1, neg_neg, curvature]

/-- Let `K` and `K - D` be positive definite, `χ` the response without correction and `χU`
the response recomputed with it. Then `-χU⁻¹ = -χ⁻¹ - D` and `χU = χ - χ D χU`. -/
theorem recomputed_response {K : Matrix n n ℝ} {u : n → ℝ} (hK : K.PosDef)
    (h : (curvature K u).PosDef) {N NU : (n → ℝ) → n → ℝ}
    (hN : ∀ b, IsMinimiser K 0 b (N b)) (hNU : ∀ b, IsMinimiser K u b (NU b))
    {a a' : n → ℝ} {χ χU : Matrix n n ℝ} (hχ : IsResponse N a χ)
    (hχU : IsResponse NU a' χU) :
    -χU⁻¹ = -χ⁻¹ - diagonal u ∧ χU = χ - χ * diagonal u * χU := by
  have h0 : K - diagonal (0 : n → ℝ) = K := by
    ext i j
    simp
  have hK0 : (curvature K 0).PosDef := by
    rw [curvature, h0]
    exact hK
  obtain ⟨h1, h2⟩ := inverse_response hK0 hN hχ
  obtain ⟨h3, h4⟩ := inverse_response h hNU hχU
  rw [h0] at h1 h2
  refine ⟨by rw [h4, h2], ?_⟩
  -- sandwich `-K = -(K - D) - D` between `χ` and `χU`
  have h5 : -(K - diagonal u) * χU = 1 := mul_eq_one_comm.1 h3
  calc χU = χ * (-K) * χU := by rw [h1, one_mul]
    _ = χ * (-(K - diagonal u) * χU) - χ * diagonal u * χU := by noncomm_ring
    _ = χ - χ * diagonal u * χU := by rw [h5, mul_one]

end

end HubbardLinearResponse
```

```lean
#print axioms HubbardLinearResponse.existsUnique_minimiser_iff
-- 'HubbardLinearResponse.existsUnique_minimiser_iff' depends on axioms: [propext, Classical.choice, Quot.sound]
#print axioms HubbardLinearResponse.recomputed_response
-- 'HubbardLinearResponse.recomputed_response' depends on axioms: [propext, Classical.choice, Quot.sound]
```

## From the quadratic form to uniqueness

`energy_eq` first proves `h`, the splitting of `hubbard u x` into its linear and quadratic parts, term by term under the sum with `ring`, and then regroups. `energy_add` isolates the use of symmetry in `hs`, which is $x\cdot Av = v\cdot Ax$, replaces $a + u/2$ by a variable `b` through `generalize`, and expands bilinearly.

In `isMinimiser_iff`, `hg` is the vanishing gradient, obtained from $AA^{-1} = 1$. The statement `hlt` applies `energy_add` with $v = y - x^*$ and positivity `hp` to show that every $y \neq x^*$ lies strictly higher. Both directions follow from `hlt`: a minimiser different from $x^*$ would contradict it, and $x^*$ lies at or below every $y$. In `existsUnique_minimiser_iff`, `h1` and `h2` are the expansions for $v$ and $-v$, `h3` is the weak inequality, `h4` is the strict one drawn from uniqueness, and `linarith` performs the addition.

## From the affine minimiser to the Dyson form

`isResponse_iff` rewrites $N(a + te_j)$ as `groundState` using `isMinimiser_iff`, and `hf` identifies its component $i$ with the affine function of $t$ above. Its derivative gives `key`, and uniqueness of derivatives, `(hχ i j).unique (key i j)`, shows that no other matrix qualifies. `inverse_response` substitutes $\chi = -A^{-1}$ to get $\chi(-A) = 1$ and reads off $\chi^{-1} = -A$ with `inv_eq_right_inv`. `recomputed_response` applies it twice, at $u = 0$ and at $u$, which gives the first formula by substitution. For the second, `mul_eq_one_comm` turns $\chi_U(-(K-D)) = 1$ into `h5`, the same product in the opposite order, and the `calc` block is the three-step chain of equalities for $\chi_U$.
